# For a fixed, non-empty core, the fraction of double excitations with one core hole falls off as the inverse of the number of occupied spin orbitals

As a system grows around a fixed, non-empty core, the fraction of its double excitations that have exactly one core hole decreases in inverse proportion to the number of occupied spin orbitals, to leading order. At least two virtual spin orbitals are assumed, so that double excitations exist.

The question comes from X-ray absorption. Core-excited states lie high in the spectrum, with very many valence excitations below and around them, and the core-valence separation reaches them by keeping only configurations with a core hole. The parts below count how many doubles survive if exactly one core hole is required. This bears on methods with explicit double excitations, such as second-order algebraic diagrammatic construction, or extensions of the Bethe-Salpeter equation beyond single electron-hole pairs; it gives the number of spin-orbital configurations, before any reduction by symmetry, and not the run time. That the coupling of the discarded configurations to the core-excited states can be neglected is the approximation itself, and no hypothesis here addresses it.

## Orbitals, holes and particles

Let O be the finite set of occupied spin orbitals, C ⊆ O the core and V the finite set of virtual spin orbitals. Their sizes are o, c and v, written `O.card`, `C.card` and `V.card` in Lean. The core is the set of occupied spin orbitals chosen to host the core hole, for example the 1s pair of one absorbing atom, with c = 2. Every other occupied orbital is called valence here, including the inner shells of other atoms.

```lean
import Mathlib

open Filter Topology

namespace CoreValenceSeparation

variable {α β : Type*}
```

An n-fold excitation is a set of n holes in O together with a set of n particles in V. Using sets counts each determinant once, whatever the order of its orbitals.

```lean
/-- The `n`-fold excitations: a set of `n` holes among the occupied spin orbitals `O`
together with a set of `n` particles among the virtual spin orbitals `V`. -/
def excitations (O : Finset α) (V : Finset β) (n : ℕ) : Finset (Finset α × Finset β) :=
  O.powersetCard n ×ˢ V.powersetCard n
```

The number of core holes is the size of the intersection of the hole set with C. In the next definition `p.1` is the hole set of the excitation `p`.

```lean
variable [DecidableEq α]

/-- The `n`-fold excitations with exactly `k` holes in the core `C`. -/
def coreExcitations (O C : Finset α) (V : Finset β) (n k : ℕ) :
    Finset (Finset α × Finset β) :=
  (excitations O V n).filter (fun p => (p.1 ∩ C).card = k)
```

Let f be the fraction of doubles with exactly one core hole. It is defined as a quotient of the sizes of the two sets, so its formula has to be derived.

```lean
/-- The fraction of all double excitations that have exactly one core hole, for at least
two occupied and at least two virtual spin orbitals. -/
noncomputable def singleCoreFraction (O C : Finset α) (V : Finset β) : ℝ :=
  ((coreExcitations O C V 2 1).card : ℝ) / ((excitations O V 2).card : ℝ)
```

Below, binom(m, j) is the number of j-element subsets of a set with m elements.

## (a) Hole sets with a given number of core holes

**Task.** For k ≤ n, show that the number of n-element hole sets with exactly k holes in the core is

binom(c, k) · binom(o − c, n − k).

**Solution.** Split a hole set h into its core part A = h ∩ C and its valence part B = h \ C. Then A is a k-element subset of C, and B is an (n − k)-element subset of O \ C. Conversely, any such A and B are disjoint, and their union is an n-element subset of O whose core part is A. The splitting is therefore a bijection. There are binom(c, k) choices of A and, independently, binom(o − c, n − k) choices of B.

In Lean, `Finset.card_bij'` takes the splitting and the union as mutually inverse maps. Its four goals say that each map lands in the right set and that each round trip returns its starting point. The hypotheses `hC` and `hkn` ensure that the natural-number differences o − c and n − k are ordinary ones.

```lean
/-- For a core contained in the occupied space and `k ≤ n`, the sets of `n` holes with
exactly `k` in the core are counted by choosing core and valence holes independently. -/
theorem card_holes {O C : Finset α} (hC : C ⊆ O) {n k : ℕ} (hkn : k ≤ n) :
    ((O.powersetCard n).filter (fun h => (h ∩ C).card = k)).card
      = C.card.choose k * (O.card - C.card).choose (n - k) := by
  have hS : (O \ C).card = O.card - C.card := by
    have := Finset.card_sdiff_add_card_eq_card hC
    omega
  rw [← hS, ← Finset.card_powersetCard k C, ← Finset.card_powersetCard (n - k) (O \ C),
    ← Finset.card_product]
  -- split a hole set into its core part and its valence part
  refine Finset.card_bij' (fun h _ => (h ∩ C, h \ C)) (fun p _ => p.1 ∪ p.2) ?_ ?_ ?_ ?_
  · intro h hh
    simp only [Finset.mem_filter, Finset.mem_powersetCard] at hh
    obtain ⟨⟨hO, hn⟩, hk⟩ := hh
    simp only [Finset.mem_product, Finset.mem_powersetCard]
    refine ⟨⟨Finset.inter_subset_right, hk⟩,
      Finset.sdiff_subset_sdiff hO (le_refl C), ?_⟩
    have := Finset.card_sdiff_add_card_inter h C
    omega
  · rintro ⟨A, B⟩ hp
    simp only [Finset.mem_product, Finset.mem_powersetCard] at hp
    obtain ⟨⟨hA, hAk⟩, hB, hBk⟩ := hp
    have hAB : Disjoint A B := Finset.disjoint_left.2
      fun x hx hx' => (Finset.mem_sdiff.1 (hB hx')).2 (hA hx)
    have hcore : (A ∪ B) ∩ C = A := by
      ext x
      have a1 : x ∈ A → x ∈ C := fun h => hA h
      have b1 : x ∈ B → x ∉ C := fun h => (Finset.mem_sdiff.1 (hB h)).2
      simp only [Finset.mem_inter, Finset.mem_union]
      tauto
    simp only [Finset.mem_filter, Finset.mem_powersetCard]
    refine ⟨⟨Finset.union_subset (hA.trans hC) (hB.trans Finset.sdiff_subset), ?_⟩, ?_⟩
    · rw [Finset.card_union_of_disjoint hAB]
      omega
    · rw [hcore, hAk]
  · intro h _
    ext x
    simp only [Finset.mem_union, Finset.mem_inter, Finset.mem_sdiff]
    tauto
  · rintro ⟨A, B⟩ hp
    simp only [Finset.mem_product, Finset.mem_powersetCard] at hp
    obtain ⟨⟨hA, _⟩, hB, _⟩ := hp
    refine Prod.ext ?_ ?_ <;> ext x <;>
    · have a1 : x ∈ A → x ∈ C := fun h => hA h
      have b1 : x ∈ B → x ∉ C := fun h => (Finset.mem_sdiff.1 (hB h)).2
      simp only [Finset.mem_inter, Finset.mem_union, Finset.mem_sdiff]
      tauto
```

## (b) Adding the particles

**Task.** For k ≤ n, show that the number of n-fold excitations with exactly k core holes is

binom(c, k) · binom(o − c, n − k) · binom(v, n).

**Solution.** The condition on core holes concerns the hole set alone. Each hole set from part (a) can be combined with any of the binom(v, n) particle sets, so the two counts multiply.

The Lean proof first shows that the filtered set of excitations is a product of filtered hole sets and particle sets, and then takes the size of that product.

```lean
/-- For a core contained in the occupied space and `k ≤ n`, the number of `n`-fold
excitations with exactly `k` core holes is a product of three binomial coefficients. -/
theorem card_coreExcitations {O C : Finset α} (V : Finset β) (hC : C ⊆ O) {n k : ℕ}
    (hkn : k ≤ n) :
    (coreExcitations O C V n k).card
      = C.card.choose k * (O.card - C.card).choose (n - k) * V.card.choose n := by
  have h : coreExcitations O C V n k
      = (O.powersetCard n).filter (fun h => (h ∩ C).card = k) ×ˢ V.powersetCard n := by
    ext ⟨h, p⟩
    simp only [coreExcitations, excitations, Finset.mem_filter, Finset.mem_product]
    tauto
  rw [h, Finset.card_product, card_holes hC hkn, Finset.card_powersetCard]
```

## (c) Doubles with one core hole

**Task.** Show that the number of double excitations with exactly one core hole is

c(o − c)v(v − 1)/2.

**Solution.** Put n = 2 and k = 1 in part (b). The factors are

binom(c, 1) = c, binom(o − c, 1) = o − c, binom(v, 2) = v(v − 1)/2,

and their product is the required number. It is correctly zero when v is 0 or 1.

The Lean statement is an equation between real numbers. `Nat.cast_sub` carries the difference o − c over to the reals, using c ≤ o.

```lean
/-- With `c` core orbitals among `o` occupied ones and `v` virtuals, the double excitations
with exactly one core hole number `c (o - c) v (v - 1) / 2`. -/
theorem card_single_core_doubles {O C : Finset α} (V : Finset β) (hC : C ⊆ O) :
    ((coreExcitations O C V 2 1).card : ℝ)
      = C.card * (O.card - C.card) * (V.card * (V.card - 1)) / 2 := by
  rw [card_coreExcitations V hC (by norm_num : 1 ≤ 2), show 2 - 1 = 1 from rfl,
    Nat.choose_one_right, Nat.choose_one_right, Nat.cast_mul, Nat.cast_mul,
    Nat.cast_sub (Finset.card_le_card hC), Nat.cast_choose_two]
  ring
```

## (d) The fraction of all doubles

**Task.** For o ≥ 2 and v ≥ 2, show that double excitations exist and that

f = 2c(o − c)/(o(o − 1)).

**Solution.** Two holes and two particles can be chosen, so doubles exist. Their total number is

binom(o, 2) · binom(v, 2) = o(o − 1)v(v − 1)/4,

which is not zero. Dividing the count of part (c) by it gives

f = [c(o − c)v(v − 1)/2] · [4/(o(o − 1)v(v − 1))] = 2c(o − c)/(o(o − 1)).

The virtual factor cancels, so f does not depend on the size of the virtual space.

The theorem states both facts, joined by `∧`. For the second, `h1` and `h2` record that the factors to be divided by are nonzero, `div_eq_div_iff` cross-multiplies, and `ring` compares the two sides.

```lean
/-- For `c` core orbitals contained in a set of `o ≥ 2` occupied spin orbitals, and at least two
virtual ones, double excitations exist, and the fraction of them with exactly one core hole is
`2 c (o - c) / (o (o - 1))`. -/
theorem singleCoreFraction_eq {O C : Finset α} {V : Finset β} (hC : C ⊆ O)
    (ho : 2 ≤ O.card) (hv : 2 ≤ V.card) :
    (excitations O V 2).Nonempty ∧
      singleCoreFraction O C V
        = 2 * C.card * (O.card - C.card) / (O.card * (O.card - 1)) := by
  refine ⟨Finset.Nonempty.product (Finset.powersetCard_nonempty.2 ho)
    (Finset.powersetCard_nonempty.2 hv), ?_⟩
  have ho' : (2 : ℝ) ≤ O.card := by exact_mod_cast ho
  have hv' : (2 : ℝ) ≤ V.card := by exact_mod_cast hv
  have h1 : (O.card : ℝ) * (O.card - 1) ≠ 0 :=
    mul_ne_zero (by linarith) (by linarith)
  have h2 : (V.card : ℝ) * (V.card - 1) ≠ 0 :=
    mul_ne_zero (by linarith) (by linarith)
  -- the virtual pairs cancel between numerator and denominator
  rw [singleCoreFraction, card_single_core_doubles V hC, excitations, Finset.card_product,
    Finset.card_powersetCard, Finset.card_powersetCard, Nat.cast_mul,
    Nat.cast_choose_two, Nat.cast_choose_two,
    div_eq_div_iff (mul_ne_zero (div_ne_zero h1 two_ne_zero)
      (div_ne_zero h2 two_ne_zero)) h1]
  ring
```

## (e) The finite-size correction

**Task.** For o ≥ 2 and v ≥ 2, show that

o · f = 2c − 2c(c − 1)/(o − 1).

**Solution.** Part (d) gives o · f = 2c(o − c)/(o − 1). Write o − c = (o − 1) − (c − 1) and divide term by term:

o · f = 2c(o − 1)/(o − 1) − 2c(c − 1)/(o − 1) = 2c − 2c(c − 1)/(o − 1).

For c = 2 and o = 10 this is 4 − 4/9 ≈ 3.56, so f ≈ 0.356.

Lean moves the correction to the other side, clears the denominators and checks the resulting polynomial identity with `ring`.

```lean
/-- For `c` core orbitals contained in a set of `o ≥ 2` occupied spin orbitals, and at least two
virtual ones, `o` times the fraction of doubles with exactly one core hole equals `2 c` minus the
finite-size correction `2 c (c - 1) / (o - 1)`. -/
theorem scaled_fraction_eq {O C : Finset α} {V : Finset β} (hC : C ⊆ O)
    (ho : 2 ≤ O.card) (hv : 2 ≤ V.card) :
    O.card * singleCoreFraction O C V
      = 2 * C.card - 2 * C.card * (C.card - 1) / ((O.card : ℝ) - 1) := by
  have ho' : (2 : ℝ) ≤ O.card := by exact_mod_cast ho
  have h0 : (O.card : ℝ) - 1 ≠ 0 := by linarith
  have h1 : (O.card : ℝ) * (O.card - 1) ≠ 0 := mul_ne_zero (by linarith) h0
  rw [(singleCoreFraction_eq hC ho hv).2, ← mul_div_assoc, eq_sub_iff_add_eq,
    div_add_div _ _ h1 h0, div_eq_iff (mul_ne_zero h1 h0)]
  ring
```

## (f) The limit of a large system

**Task.** Take a family of systems with c fixed, v ≥ 2 throughout and o growing without bound. Show that

o · f → 2c.

**Solution.** From some point on o ≥ 2, so part (e) applies. The numerator 2c(c − 1) is constant while o − 1 grows without bound, so the correction tends to zero and 2c remains. For c ≥ 1 this is the inverse decrease stated at the start: f behaves as 2c/o.

In Lean the systems are labelled by an index `i`, and the filter `l` says in which sense the family is followed. For an ordinary sequence, `i` is a natural number and `l` is `atTop`. The orbital sets need not be nested, and the virtual space may change from one system to the next. `hlim` is the limit of the corrected expression, and `filter_upwards` restricts attention to the systems with o ≥ 2, where that expression equals o · f.

```lean
/-- Along any family of systems whose core is contained in the occupied space and has a fixed number
`c` of orbitals, with at least two virtuals and a number `o` of occupied orbitals that tends to
infinity, `o` times the fraction of doubles with exactly one core hole tends to `2 c`. -/
theorem tendsto_scaled_fraction {ι : Type*} {l : Filter ι} {O C : ι → Finset α}
    {V : ι → Finset β} {c : ℕ} (hC : ∀ i, C i ⊆ O i) (hc : ∀ i, (C i).card = c)
    (hv : ∀ i, 2 ≤ (V i).card) (hO : Tendsto (fun i => (O i).card) l atTop) :
    Tendsto (fun i => (O i).card * singleCoreFraction (O i) (C i) (V i)) l
      (𝓝 (2 * (c : ℝ))) := by
  have hx : Tendsto (fun i => ((O i).card : ℝ)) l atTop :=
    tendsto_natCast_atTop_atTop.comp hO
  have hx1 : Tendsto (fun i => ((O i).card : ℝ) - 1) l atTop := by
    simpa only [sub_eq_add_neg] using tendsto_atTop_add_const_right l (-1 : ℝ) hx
  -- the finite-size correction vanishes
  have hlim : Tendsto (fun i => 2 * (c : ℝ) - 2 * c * (c - 1) / (((O i).card : ℝ) - 1)) l
      (𝓝 (2 * (c : ℝ) - 0)) :=
    tendsto_const_nhds.sub (hx1.const_div_atTop (2 * (c : ℝ) * (c - 1)))
  rw [sub_zero] at hlim
  refine hlim.congr' ?_
  filter_upwards [hO.eventually_ge_atTop 2] with i hi
  rw [scaled_fraction_eq (hC i) hi (hv i), hc i]
```

## (g) A bound at finite size

**Task.** For o ≥ 2 and v ≥ 2, show that

o · f ≤ 2c,

with equality exactly when c ≤ 1.

**Solution.** By part (e), the difference 2c − o · f is 2c(c − 1)/(o − 1), whose denominator is positive. Since c is a whole number, c(c − 1) is zero for c = 0 and c = 1 and positive for c ≥ 2. So 2c/o is never below the true fraction, and it is exact only for at most one core spin orbital. A doubly occupied 1s level has c = 2, and there the inequality is strict.

The Lean proof makes the same division into cases: `hz` shows that the correction vanishes for c ≤ 1, and `hp` that it is positive otherwise.

```lean
/-- For `c` core orbitals contained in a set of `o ≥ 2` occupied spin orbitals, and at least two
virtual ones, `o` times the fraction of doubles with exactly one core hole never exceeds `2 c`, and
it equals `2 c` exactly when there is at most one core orbital. -/
theorem scaled_fraction_le {O C : Finset α} {V : Finset β} (hC : C ⊆ O)
    (ho : 2 ≤ O.card) (hv : 2 ≤ V.card) :
    O.card * singleCoreFraction O C V ≤ 2 * C.card ∧
      (O.card * singleCoreFraction O C V = 2 * C.card ↔ C.card ≤ 1) := by
  have ho' : (2 : ℝ) ≤ O.card := by exact_mod_cast ho
  have h0 : (0 : ℝ) < (O.card : ℝ) - 1 := by linarith
  rw [scaled_fraction_eq hC ho hv]
  by_cases h : C.card ≤ 1
  · -- the correction is zero for at most one core orbital
    have hz : 2 * (C.card : ℝ) * (C.card - 1) = 0 := by
      have h' : C.card = 0 ∨ C.card = 1 := by omega
      rcases h' with h' | h' <;> rw [h'] <;> norm_num
    rw [hz, zero_div, sub_zero]
    exact ⟨le_refl _, fun _ => h, fun _ => rfl⟩
  · -- the correction is strictly positive for two or more
    have hc : (2 : ℝ) ≤ C.card := by
      have h' : 2 ≤ C.card := by omega
      exact_mod_cast h'
    have hp : 0 < 2 * (C.card : ℝ) * (C.card - 1) / ((O.card : ℝ) - 1) :=
      div_pos (mul_pos (by linarith) (by linarith)) h0
    exact ⟨by linarith, fun he => by linarith, fun h' => absurd h' h⟩

end CoreValenceSeparation
```

```lean
#print axioms CoreValenceSeparation.singleCoreFraction_eq
-- 'CoreValenceSeparation.singleCoreFraction_eq' depends on axioms: [propext, Classical.choice, Quot.sound]
#print axioms CoreValenceSeparation.tendsto_scaled_fraction
-- 'CoreValenceSeparation.tendsto_scaled_fraction' depends on axioms: [propext, Classical.choice, Quot.sound]
#print axioms CoreValenceSeparation.scaled_fraction_le
-- 'CoreValenceSeparation.scaled_fraction_le' depends on axioms: [propext, Classical.choice, Quot.sound]
```

## One core hole in higher excitations

The count in part (b) also gives the fraction of n-fold excitations with exactly one core hole, for fixed n ≥ 1, o ≥ n and v ≥ n. The particle factor cancels again and leaves

c · binom(o − c, n − 1)/binom(o, n).

For fixed c and large o, the numerator behaves as c · oⁿ⁻¹/(n − 1)! and the denominator as oⁿ/n!. Hence o times the fraction tends to nc, which is 2c for doubles and 3c for triples. The Lean theorems on fractions treat doubles alone, so for other n this limit rests on the argument just given.
